# The unique positive solution of $XAX=B$ for positive definite $A$ and $B$

Let $A$ and $B$ be positive definite matrices of the same finite size, real symmetric or complex Hermitian. Then the matrix

$$G=A^{-1/2}\left(A^{1/2}BA^{1/2}\right)^{1/2}A^{-1/2}$$

is positive definite, satisfies $GAG=B$, and is the only positive semidefinite solution of $XAX=B$.

## Coupled oscillators lead to $XAX=B$

Consider finitely many coupled harmonic coordinates $x$ with momenta $p$ and Hamiltonian

$$H=\tfrac12\,p^{T}Ap+\tfrac12\,x^{T}Bx .$$

Here $A$ is the inverse mass matrix and $B$ is the matrix of force constants, for example the Hessian, at a minimum, of the Born–Oppenheimer energy with the nuclear repulsion included. Try the Gaussian $\psi(x)=\exp(-x^{T}Xx/2\hbar)$ with $X$ real symmetric. Differentiating twice gives

$$H\psi=\left[\tfrac{\hbar}{2}\operatorname{tr}(AX)-\tfrac12x^{T}XAXx+\tfrac12x^{T}Bx\right]\psi .$$

The bracket is constant exactly when $XAX=B$, and $\psi$ is normalisable exactly when $X$ is positive definite. The result therefore fixes the Gaussian ground state of a finite harmonic system with positive definite $A$ and $B$, and with it the zero-point energy $\frac{\hbar}{2}\operatorname{tr}(AX)$. In one dimension, with $A=1/m$ and $B=m\omega^2$, it gives $X=m\omega$.

The same equation appears in electronic structure with $B=1$ and $A$ the overlap matrix of a finite, linearly independent basis. The formula then reduces to $A^{-1/2}$, the matrix of Löwdin's symmetric orthogonalisation.

## What the theorems say

The main theorem is `riccati_main`. Its matrices have type `Matrix n n 𝕜`, where `n` is a finite index type and `𝕜` is a field of class `RCLike`, which includes both $\mathbb R$ and $\mathbb C$. The hypotheses `A.PosDef` and `B.PosDef` include Hermiticity, which over the reals means symmetry. The conclusion has three parts: `riccatiSolution A B` is positive definite, it solves the equation, and every positive semidefinite `X` with `X * A * X = B` equals it.

`riccatiSolution A B` is the matrix $G$ above. `CFC.sqrt` is the positive square root supplied by the functional calculus, and `ᴴ` is the conjugate transpose, which is the ordinary transpose over the reals.

Two names need care. A Riccati equation usually contains terms linear in $X$ as well; here only the quadratic term and the constant are present. The letter `M` in the code is a change of basis, not a mass matrix.

Three further theorems describe the solution:

- `riccatiSolution_congruence`: if $M$ is invertible, replacing $A$ by $M^{-1}A(M^{-1})^\dagger$ and $B$ by $M^\dagger BM$ replaces $G$ by $M^\dagger GM$. For the oscillators, this is a linear change of coordinates $x=My$ with real $M$.
- `geometricMean_comm`: the geometric mean $A\#B$, defined as the Riccati matrix of $A^{-1}$ and $B$, equals $B\#A$. The oscillator matrix $X$ is thus the geometric mean of the mass matrix $A^{-1}$ and the force constants $B$.
- `reflection_solves`: for $A=B=1$ in the real plane, every reflection matrix is a symmetric solution. Symmetry of $X$ alone is therefore not enough for uniqueness.

The step from the Schrödinger equation to the matrix equation is the hand calculation above; the Lean theorems start from the matrices. Positive definiteness of $B$ is also an idealisation for a free molecule, whose translations and rotations are zero modes of the Hessian at a minimum and have to be removed first.

## Existence and uniqueness by hand

Write $S=A^{1/2}$, the positive semidefinite root of $A$. From $S^2=A$ follows $(\det S)^2=\det A\neq0$, so $S$ is invertible and hence positive definite.

Put $C=SBS$. For every vector $v\neq0$ we have $Sv\neq0$, so

$$v^\dagger Cv=(Sv)^\dagger B(Sv)>0 .$$

Thus $C$ is positive definite, and so is its root $R=C^{1/2}$. The same argument with $S^{-1}$ in place of $S$ and $R$ in place of $B$ shows that $G=S^{-1}RS^{-1}$ is positive definite.

To check the equation, insert $A=SS$:

$$GAG=S^{-1}R\,(S^{-1}S)(SS^{-1})\,RS^{-1}=S^{-1}R^2S^{-1}=S^{-1}(SBS)S^{-1}=B .$$

For uniqueness, let $X$ be positive semidefinite with $XAX=B$. Then $SXS$ is positive semidefinite, and

$$(SXS)(SXS)=S(XAX)S=SBS=C .$$

A positive semidefinite matrix has only one positive semidefinite square root, so $SXS=R$. Multiplying by $S^{-1}$ on both sides gives $X=G$.

## Change of basis, exchange and reflections

Let $A'=M^{-1}A(M^{-1})^\dagger$, $B'=M^\dagger BM$ and $G'=M^\dagger GM$. The factors of $M$ cancel in the interior:

$$G'A'G'=M^\dagger G(MM^{-1})A\left((M^{-1})^\dagger M^\dagger\right)GM=M^\dagger(GAG)M=B' .$$

Since $G'$ is positive definite, uniqueness makes it the Riccati matrix of $A'$ and $B'$.

For the geometric mean, let $X=A\#B$, so that $X$ is positive definite and $XA^{-1}X=B$. Inverting gives $B^{-1}=X^{-1}AX^{-1}$, and therefore

$$XB^{-1}X=XX^{-1}AX^{-1}X=A .$$

This is the equation whose positive solution is $B\#A$, so uniqueness gives $A\#B=B\#A$.

Finally, the reflection

$$Q_\theta=\begin{pmatrix}\cos\theta&\sin\theta\\ \sin\theta&-\cos\theta\end{pmatrix}$$

is symmetric. The diagonal entries of $Q_\theta^2$ are $\cos^2\theta+\sin^2\theta=1$ and the off-diagonal ones cancel, so $Q_\theta\,1\,Q_\theta=1$.

## A two-by-two instance

Take

$$A=\begin{pmatrix}1&0\\0&4\end{pmatrix},\qquad B=\begin{pmatrix}8&6\\6&5\end{pmatrix}.$$

Then $S=\operatorname{diag}(1,2)$ and

$$C=SBS=\begin{pmatrix}8&12\\12&20\end{pmatrix},\qquad \det C=16,\quad \operatorname{tr}C=28 .$$

The root $R$ has $\det R=4$ and $(\operatorname{tr}R)^2=\operatorname{tr}C+2\det R=36$. The Cayley–Hamilton identity $R^2-(\operatorname{tr}R)R+(\det R)1=0$ then gives

$$R=\frac{C+4\cdot1}{6}=\begin{pmatrix}2&2\\2&4\end{pmatrix},\qquad G=S^{-1}RS^{-1}=\begin{pmatrix}2&1\\1&1\end{pmatrix}.$$

Direct multiplication confirms $GAG=B$. Read as an oscillator problem in consistent units, the zero-point energy is $\frac{\hbar}{2}\operatorname{tr}(AG)=3\hbar$. The normal-mode frequencies agree: $\omega_1^2+\omega_2^2=\operatorname{tr}(AB)=28$ and $\omega_1\omega_2=\sqrt{\det(AB)}=4$, so $\omega_1+\omega_2=6$.

## The Lean source

```lean
import Mathlib

open Matrix
open scoped ComplexOrder MatrixOrder

namespace QuadraticRiccati

noncomputable section

variable {n 𝕜 : Type*} [Fintype n] [DecidableEq n] [RCLike 𝕜]

/-- The matrix `A^(-1/2) (A^(1/2) B A^(1/2))^(1/2) A^(-1/2)`, for positive definite `A` and
positive semidefinite `B`. -/
def riccatiSolution (A B : Matrix n n 𝕜) : Matrix n n 𝕜 :=
  (CFC.sqrt A)⁻¹ * CFC.sqrt (CFC.sqrt A * B * CFC.sqrt A) * (CFC.sqrt A)⁻¹

/-- The geometric mean `A # B = A^(1/2) (A^(-1/2) B A^(-1/2))^(1/2) A^(1/2)` of positive definite
matrices, written as the Riccati matrix of `A⁻¹` and `B`. -/
def geometricMean (A B : Matrix n n 𝕜) : Matrix n n 𝕜 :=
  riccatiSolution A⁻¹ B

/-- A positive definite matrix has a positive definite square root. -/
theorem posDef_sqrt {A : Matrix n n 𝕜} (hA : A.PosDef) : (CFC.sqrt A).PosDef := by
  have hsq : CFC.sqrt A * CFC.sqrt A = A :=
    CFC.sqrt_mul_sqrt_self A (Matrix.nonneg_iff_posSemidef.mpr hA.posSemidef)
  have hpos : (CFC.sqrt A).PosSemidef :=
    Matrix.nonneg_iff_posSemidef.mp (CFC.sqrt_nonneg A)
  refine hpos.posDef_iff_isUnit.mpr ?_
  -- the determinant of the root divides that of `A`
  have hdet : IsUnit (CFC.sqrt A * CFC.sqrt A).det := by
    rw [hsq]
    exact (Matrix.isUnit_iff_isUnit_det _).mp hA.isUnit
  rw [Matrix.det_mul] at hdet
  exact (Matrix.isUnit_iff_isUnit_det _).mpr (isUnit_of_mul_isUnit_left hdet)

/-- An invertible change of basis `B ↦ Mᴴ B M` keeps a matrix positive definite. -/
theorem posDef_congruence {B M : Matrix n n 𝕜} (hB : B.PosDef) (hM : IsUnit M) :
    (Mᴴ * B * M).PosDef := by
  have hMs : IsUnit Mᴴ := hM.star
  exact (hB.posSemidef.conjTranspose_mul_mul_same M).posDef_iff_isUnit.mpr
    ((hMs.mul hB.isUnit).mul hM)

/-- For positive definite `A`, every positive semidefinite `X` that satisfies `X A X = B` equals the
explicit matrix `riccatiSolution A B`. -/
theorem eq_riccatiSolution {A B X : Matrix n n 𝕜} (hA : A.PosDef) (hX : X.PosSemidef)
    (h : X * A * X = B) : X = riccatiSolution A B := by
  have hS := posDef_sqrt hA
  have hdet := (Matrix.isUnit_iff_isUnit_det _).mp hS.isUnit
  have hsq : CFC.sqrt A * CFC.sqrt A = A :=
    CFC.sqrt_mul_sqrt_self A (Matrix.nonneg_iff_posSemidef.mpr hA.posSemidef)
  have hpos : (CFC.sqrt A * X * CFC.sqrt A).PosSemidef := by
    have h1 := hX.conjTranspose_mul_mul_same (CFC.sqrt A)
    rwa [hS.isHermitian.eq] at h1
  -- `A^(1/2) X A^(1/2)` squares to `A^(1/2) B A^(1/2)`
  have hroot : CFC.sqrt A * X * CFC.sqrt A * (CFC.sqrt A * X * CFC.sqrt A)
      = CFC.sqrt A * B * CFC.sqrt A := by
    calc _ = CFC.sqrt A * (X * (CFC.sqrt A * CFC.sqrt A) * X) * CFC.sqrt A := by
          simp only [mul_assoc]
      _ = _ := by rw [hsq, h]
  have huniq := CFC.sqrt_unique hroot (Matrix.nonneg_iff_posSemidef.mpr hpos)
  unfold riccatiSolution
  rw [huniq]
  symm
  calc _ = ((CFC.sqrt A)⁻¹ * CFC.sqrt A) * X * (CFC.sqrt A * (CFC.sqrt A)⁻¹) := by
        simp only [mul_assoc]
    _ = X := by
        rw [Matrix.nonsing_inv_mul _ hdet, Matrix.mul_nonsing_inv _ hdet, one_mul, mul_one]

/-- For positive definite `A` and `B`, the explicit matrix is positive definite and solves
`X A X = B`, and it is the only positive semidefinite solution. -/
theorem riccati_main {A B : Matrix n n 𝕜} (hA : A.PosDef) (hB : B.PosDef) :
    (riccatiSolution A B).PosDef ∧
    riccatiSolution A B * A * riccatiSolution A B = B ∧
    ∀ X : Matrix n n 𝕜, X.PosSemidef → X * A * X = B → X = riccatiSolution A B := by
  have hS := posDef_sqrt hA
  have hdet := (Matrix.isUnit_iff_isUnit_det _).mp hS.isUnit
  have hC : (CFC.sqrt A * B * CFC.sqrt A).PosDef := by
    have h1 := posDef_congruence hB hS.isUnit
    rwa [hS.isHermitian.eq] at h1
  refine ⟨?_, ?_, fun X hX h => eq_riccatiSolution hA hX h⟩
  · have h1 := posDef_congruence (posDef_sqrt hC) hS.inv.isUnit
    rwa [hS.inv.isHermitian.eq] at h1
  · -- the cancellation, for a root `S` of `A` with inverse `T` and a root `R` of `S B S`
    have key : ∀ S T R : Matrix n n 𝕜, S * S = A → S * T = 1 → T * S = 1 →
        R * R = S * B * S → T * R * T * A * (T * R * T) = B := by
      intro S T R hSS hST hTS hR
      rw [← hSS]
      calc _ = T * R * (T * S) * (S * T) * R * T := by simp only [mul_assoc]
        _ = T * (R * R) * T := by rw [hTS, hST]; simp only [mul_one, mul_assoc]
        _ = (T * S) * B * (S * T) := by rw [hR]; simp only [mul_assoc]
        _ = B := by rw [hTS, hST, one_mul, mul_one]
    exact key _ _ _
      (CFC.sqrt_mul_sqrt_self A (Matrix.nonneg_iff_posSemidef.mpr hA.posSemidef))
      (Matrix.mul_nonsing_inv _ hdet) (Matrix.nonsing_inv_mul _ hdet)
      (CFC.sqrt_mul_sqrt_self _ (Matrix.nonneg_iff_posSemidef.mpr hC.posSemidef))

/-- Under an invertible change of basis `M`, with positive definite `A` and `B` transforming
oppositely, the Riccati solution transforms in the same way as `B`. -/
theorem riccatiSolution_congruence {A B M : Matrix n n 𝕜} (hA : A.PosDef) (hB : B.PosDef)
    (hM : IsUnit M) :
    riccatiSolution (M⁻¹ * A * (M⁻¹)ᴴ) (Mᴴ * B * M) = Mᴴ * riccatiSolution A B * M := by
  obtain ⟨hG, hsol, -⟩ := riccati_main hA hB
  have hdet := (Matrix.isUnit_iff_isUnit_det _).mp hM
  have h1 : M * M⁻¹ = 1 := Matrix.mul_nonsing_inv _ hdet
  have h2 : (M⁻¹)ᴴ * Mᴴ = 1 := by
    rw [← Matrix.conjTranspose_mul, h1, Matrix.conjTranspose_one]
  have hN : IsUnit (M⁻¹)ᴴ :=
    (Matrix.isUnit_iff_isUnit_det _).mpr (Matrix.isUnit_det_of_right_inverse h2)
  have hA' : (M⁻¹ * A * (M⁻¹)ᴴ).PosDef := by
    have h3 := posDef_congruence hA hN
    rwa [Matrix.conjTranspose_conjTranspose] at h3
  symm
  apply eq_riccatiSolution hA' (posDef_congruence hG hM).posSemidef
  calc _ = Mᴴ * riccatiSolution A B * (M * M⁻¹) * A * ((M⁻¹)ᴴ * Mᴴ)
        * riccatiSolution A B * M := by simp only [mul_assoc]
    _ = Mᴴ * (riccatiSolution A B * A * riccatiSolution A B) * M := by
        rw [h1, h2]; simp only [mul_one, mul_assoc]
    _ = _ := by rw [hsol]

/-- For positive definite `A` and `X`, the relation `X A⁻¹ X = B` can be turned round into
`X B⁻¹ X = A`. -/
theorem riccati_exchange {A B X : Matrix n n 𝕜} (hA : A.PosDef) (hX : X.PosDef)
    (h : X * A⁻¹ * X = B) : X * B⁻¹ * X = A := by
  have hdA := (Matrix.isUnit_iff_isUnit_det _).mp hA.isUnit
  have hdX := (Matrix.isUnit_iff_isUnit_det _).mp hX.isUnit
  have hXX : X * X⁻¹ = 1 := Matrix.mul_nonsing_inv _ hdX
  have hinv : B⁻¹ = X⁻¹ * A * X⁻¹ := by
    apply Matrix.inv_eq_right_inv
    rw [← h]
    calc _ = X * (A⁻¹ * ((X * X⁻¹) * A)) * X⁻¹ := by simp only [mul_assoc]
      _ = 1 := by rw [hXX, one_mul, Matrix.nonsing_inv_mul _ hdA, mul_one, hXX]
  rw [hinv]
  calc _ = (X * X⁻¹) * A * (X⁻¹ * X) := by simp only [mul_assoc]
    _ = A := by rw [hXX, Matrix.nonsing_inv_mul _ hdX, one_mul, mul_one]

/-- The geometric mean of two positive definite matrices does not depend on their order. -/
theorem geometricMean_comm {A B : Matrix n n 𝕜} (hA : A.PosDef) (hB : B.PosDef) :
    geometricMean A B = geometricMean B A := by
  obtain ⟨hG, hsol, -⟩ := riccati_main hA.inv hB
  exact eq_riccatiSolution hB.inv hG.posSemidef (riccati_exchange hA hG hsol)

/-- For `A = B = 1` in the plane, the reflection matrix of every angle `θ` is a real symmetric
solution of `X A X = B`. -/
theorem reflection_solves (θ : ℝ) :
    (!![Real.cos θ, Real.sin θ; Real.sin θ, -Real.cos θ]).IsHermitian ∧
    !![Real.cos θ, Real.sin θ; Real.sin θ, -Real.cos θ] * (1 : Matrix (Fin 2) (Fin 2) ℝ) *
      !![Real.cos θ, Real.sin θ; Real.sin θ, -Real.cos θ] = 1 := by
  constructor
  · ext i j
    fin_cases i <;> fin_cases j <;> simp
  · have h1 : Real.cos θ * Real.cos θ + Real.sin θ * Real.sin θ = 1 := by
      linear_combination Real.sin_sq_add_cos_sq θ
    have h2 : Real.cos θ * Real.sin θ + Real.sin θ * -Real.cos θ = 0 := by ring
    have h3 : Real.sin θ * Real.cos θ + -Real.cos θ * Real.sin θ = 0 := by ring
    have h4 : Real.sin θ * Real.sin θ + -Real.cos θ * -Real.cos θ = 1 := by
      linear_combination Real.sin_sq_add_cos_sq θ
    rw [mul_one, Matrix.mul_fin_two, h1, h2, h3, h4, Matrix.one_fin_two]

end

end QuadraticRiccati
```

```lean
#print axioms QuadraticRiccati.riccatiSolution_congruence
#print axioms QuadraticRiccati.geometricMean_comm
#print axioms QuadraticRiccati.reflection_solves
```

```
'QuadraticRiccati.riccatiSolution_congruence' depends on axioms: [propext, Classical.choice, Quot.sound]
'QuadraticRiccati.geometricMean_comm' depends on axioms: [propext, Classical.choice, Quot.sound]
'QuadraticRiccati.reflection_solves' depends on axioms: [propext, Classical.choice, Quot.sound]
```

## From the square root to the main theorem

`posDef_sqrt` proves that $S$ is positive definite. The functional calculus supplies $S^2=A$ and semidefiniteness. The determinant of $S\,S$ is a unit, so the determinant of $S$ is one too, and `posDef_iff_isUnit` turns an invertible semidefinite matrix into a definite one.

`posDef_congruence` is the statement about $M^\dagger BM$ for invertible $M$. Instead of testing vectors as in the derivation, it takes semidefiniteness from Mathlib and adds invertibility of the product.

`eq_riccatiSolution` contains the uniqueness argument. Its `hpos` says that $SXS$ is positive semidefinite, and `hroot` is the calculation $(SXS)^2=SBS$. `CFC.sqrt_unique` then identifies the root, and the last `calc` block removes the outer factors of $S$. Positive definiteness of $B$ is not assumed here, so the formula also identifies a semidefinite solution when $B$ is singular.

`riccati_main` uses this lemma for its third part. For the first, it applies `posDef_congruence` twice: once to obtain `hC`, the positivity of $C$, and once to pass from $R$ to $G$. Hermiticity of $S$ and $S^{-1}$ removes the conjugate transposes. For the second part, the local statement `key` carries out the cancellation for any matrices $S,T,R$ with $S^2=A$, $ST=TS=1$ and $R^2=SBS$. The final `exact` supplies the actual roots and inverse.

## How uniqueness gives the further results

`riccatiSolution_congruence` first shows that the transformed $A$ is positive definite. It then offers $M^\dagger GM$ as a solution to `eq_riccatiSolution`, so no square root of a transformed matrix has to be computed. The `calc` block is the interior cancellation shown earlier.

`riccati_exchange` establishes the formula for $B^{-1}$ by checking that $B$ times $X^{-1}AX^{-1}$ is the identity, and then substitutes it. `geometricMean_comm` takes $A\#B$ from `riccati_main`, reverses its equation with `riccati_exchange`, and finishes with `eq_riccatiSolution`.

`reflection_solves` checks symmetry entry by entry. For the product, `h1` to `h4` evaluate the four entries: the diagonal ones use $\sin^2\theta+\cos^2\theta=1$, and `ring` handles the other two.
